# A qubit of a graph state is maximally mixed exactly when its vertex has a neighbour

Take $N$ qubits, one for each vertex of a finite graph. Prepare each in $|+\rangle = (|0\rangle + |1\rangle)/\sqrt2$, and apply a controlled-$Z$ gate along every edge. Measured in the basis $|0\rangle, |1\rangle$, each qubit gives either outcome with probability $1/2$, whatever the graph. These populations cannot tell a qubit that is still in the pure state $|+\rangle$ from one in the maximally mixed state $I/2$, with $I$ the $2\times2$ identity. The difference sits in the off-diagonal entry of the reduced density matrix, a sum of $2^{N-1}$ signed terms, and without a rule it would have to be evaluated afresh for each graph and vertex. For a simple graph the theorems below supply the rule: the entry is $0$ if the vertex has a neighbour and $1/2$ if it has none.

## The graph and the state

In Lean 4 with Mathlib:

```lean
import Mathlib

open Finset ComplexConjugate

namespace GraphStateMarginal

noncomputable section

variable {V : Type*} [Fintype V] [DecidableEq V] (G : SimpleGraph V) [DecidableRel G.Adj]
```

`V` is the finite set of vertices, and $N$ is its size, written `Fintype.card V` in the code. `G : SimpleGraph V` is an undirected graph without loops or repeated edges, and `G.Adj v u` says that $v$ and $u$ are joined. Physically, each pair of distinct qubits receives one controlled-$Z$ gate or none.

```lean
/-- The number `e(x)` of edges whose two endpoints are both set to 1 in the bit string `x`. -/
def activeEdges (x : V → Fin 2) : ℕ :=
  (G.edgeFinset.filter fun e => ∀ u ∈ e, x u = 1).card
```

`Fin 2` is the set $\{0,1\}$, so `x : V → Fin 2` is a bit string that assigns a value $x_u$ to each vertex $u$. It labels the basis state $|x\rangle$. The definition takes the edges, keeps those whose endpoints all carry the bit 1 (`∀ u ∈ e, x u = 1`), and counts them with `.card`. Call this number $e(x)$.

```lean
/-- The graph state: amplitude `2^(-N/2) (-1)^e(x)` on the basis state `x`. -/
def graphState (x : V → Fin 2) : ℂ :=
  (((2 : ℝ) ^ (-(Fintype.card V : ℝ) / 2) : ℝ) : ℂ) * (-1) ^ activeEdges G x
```

A state vector is a function from bit strings to complex amplitudes, here
$$\psi(x) = 2^{-N/2}\,(-1)^{e(x)} .$$
The prefactor is the common amplitude in the product of $N$ states $|+\rangle$, and each factor $-1$ is the phase that a controlled-$Z$ gate gives when both its qubits are 1. The file takes the formula as the definition of the state and contains no gates. Other phases per edge, and noise, are not covered.

## Tracing out the other qubits

```lean
/-- The bit string with value `a` at vertex `v` and values `y` on all other vertices. -/
def glue (v : V) (a : Fin 2) (y : {u // u ≠ v} → Fin 2) : V → Fin 2 :=
  fun u => if h : u = v then a else y ⟨u, h⟩
```

Fix a vertex $v$; its existence forces $N \ge 1$. The type `{u // u ≠ v}` consists of the remaining vertices, $M = N-1$ in number, and $y$ is a bit string on them. `glue v a y` is the full string $(a,y)$ with the bit $a$ at $v$ and $y_u$ at every other vertex $u$.

```lean
/-- The reduced matrix of qubit `v` for the vector `ψ`: the partial trace of `|ψ⟩⟨ψ|` over
all other qubits. -/
def reduced (ψ : (V → Fin 2) → ℂ) (v : V) : Matrix (Fin 2) (Fin 2) ℂ :=
  Matrix.of fun a b => ∑ y : {u // u ≠ v} → Fin 2, ψ (glue v a y) * conj (ψ (glue v b y))
```

For any vector $\psi$, with `conj` the complex conjugate written as a bar,
$$\rho_{ab} = \sum_y \psi(a,y)\,\overline{\psi(b,y)}, \qquad a,b \in \{0,1\}.$$
This is $\langle a|\rho|b\rangle$ for $\rho$ the partial trace of $|\psi\rangle\langle\psi|$ over all qubits but $v$, with row index $a$ and the conjugate on the column index $b$. The component formula is the definition; no tensor product space is constructed. Only one qubit is ever kept, so marginals of two or more vertices lie beyond these theorems.

```lean
/-- The number of neighbours of `v` that are set to 1 in the configuration `y`. -/
def litNeighbours (v : V) (y : {u // u ≠ v} → Fin 2) : ℕ :=
  (univ.filter fun u : {u // u ≠ v} => G.Adj v u ∧ y u = 1).card
```

This is $n(y)$, the number of vertices $u \ne v$ that are adjacent to $v$ and have $y_u = 1$.

## Flipping one bit

```lean
/-- Flipping qubit `v` from 0 to 1 raises `e` by the number of neighbours of `v` set to 1. -/
theorem activeEdges_flip (v : V) (y : {u // u ≠ v} → Fin 2) :
    activeEdges G (glue v 1 y) = activeEdges G (glue v 0 y) + litNeighbours G v y := by
  have hne : ∀ (a : Fin 2) (u : V) (h : u ≠ v), glue v a y u = y ⟨u, h⟩ :=
    fun a u h => dif_neg h
  have hself : ∀ (a : Fin 2) (u : V), u = v → glue v a y u = a := fun a u h => dif_pos h
  -- the new active edges are those joining `v` to a neighbour set to 1
  have hset : (G.edgeFinset.filter fun e => ∀ u ∈ e, glue v 1 y u = 1) =
      (G.edgeFinset.filter fun e => ∀ u ∈ e, glue v 0 y u = 1) ∪
        (univ.filter fun u : {u // u ≠ v} => G.Adj v u ∧ y u = 1).image
          (fun u => s(v, u.1)) := by
    ext e
    induction e using Sym2.ind with
    | _ a b =>
      simp only [mem_filter, mem_union, mem_image, SimpleGraph.mem_edgeFinset,
        SimpleGraph.mem_edgeSet, Sym2.mem_iff, forall_eq_or_imp, forall_eq, mem_univ,
        true_and, Sym2.eq_iff]
      constructor
      · rintro ⟨hab, ha, hb⟩
        by_cases hav : a = v
        · have hbv : b ≠ v := fun h => hab.ne (hav.trans h.symm)
          have hadj : G.Adj v b := by rw [← hav]; exact hab
          exact Or.inr ⟨⟨b, hbv⟩, ⟨hadj, (hne 1 b hbv).symm.trans hb⟩,
            Or.inl ⟨hav.symm, rfl⟩⟩
        · by_cases hbv : b = v
          · have hadj : G.Adj v a := by rw [← hbv]; exact hab.symm
            exact Or.inr ⟨⟨a, hav⟩, ⟨hadj, (hne 1 a hav).symm.trans ha⟩,
              Or.inr ⟨hbv.symm, rfl⟩⟩
          · exact Or.inl ⟨hab, (hne 0 a hav).trans ((hne 1 a hav).symm.trans ha),
              (hne 0 b hbv).trans ((hne 1 b hbv).symm.trans hb)⟩
      · rintro (⟨hab, ha, hb⟩ | ⟨u, ⟨hu, hy⟩, h⟩)
        · have h01 : ∀ w, glue v 0 y w = 1 → glue v 1 y w = 1 := by
            intro w hw
            by_cases hwv : w = v
            · exact hself 1 w hwv
            · exact (hne 1 w hwv).trans ((hne 0 w hwv).symm.trans hw)
          exact ⟨hab, h01 a ha, h01 b hb⟩
        · have hu1 : glue v 1 y u.1 = 1 := (hne 1 u.1 u.2).trans hy
          rcases h with ⟨h1, h2⟩ | ⟨h1, h2⟩
          · rw [← h1, ← h2]
            exact ⟨hu, hself 1 v rfl, hu1⟩
          · rw [← h1, ← h2]
            exact ⟨hu.symm, hu1, hself 1 v rfl⟩
  unfold activeEdges litNeighbours
  rw [hset, card_union_of_disjoint, card_image_of_injective]
  · intro u w h
    exact Subtype.ext (Sym2.congr_right.1 h)
  · rw [Finset.disjoint_left]
    intro e he he'
    obtain ⟨u, -, rfl⟩ := mem_image.1 he'
    have h0 := (mem_filter.1 he).2 v (Sym2.mem_mk_left _ _)
    rw [hself 0 v rfl] at h0
    exact absurd h0 (by decide)
```

A theorem lists its arguments, then the claim after the colon, then the proof after `:= by`. The claim is
$$e(1,y) = e(0,y) + n(y).$$
Call an edge active in a string when both its endpoints are 1. An edge that avoids $v$ is active in $(1,y)$ exactly when it is active in $(0,y)$. An edge $\{v,u\}$ is never active in $(0,y)$, and is active in $(1,y)$ exactly when $y_u = 1$. The active edges of $(1,y)$ are therefore those of $(0,y)$ together with $n(y)$ new ones.

In the proof, `hne` and `hself` record the values of the glued string away from $v$ and at $v$. The step `hset` is the equality of edge sets, with `s(v, u.1)` the unordered pair $\{v,u\}$. It is shown edge by edge, with endpoints named `a` and `b` there, and `by_cases` separates the cases in which the first endpoint, the second or neither is $v$. Counting then needs two facts, proved in the last two bullets: different neighbours give different edges, which `card_image_of_injective` uses, and the old and new edges are disjoint because $v$ is 0 in $(0,y)$, which `card_union_of_disjoint` uses.

## Amplitudes and counting

```lean
/-- The matrix element of `|ψ⟩⟨ψ|` for the graph state is `2^(-N) (-1)^(e(x) + e(x'))`. -/
theorem amp_mul_conj (x x' : V → Fin 2) :
    graphState G x * conj (graphState G x') =
      ((2 : ℂ) ^ Fintype.card V)⁻¹ * (-1) ^ (activeEdges G x + activeEdges G x') := by
  have h : (2 : ℝ) ^ (-(Fintype.card V : ℝ) / 2) * (2 : ℝ) ^ (-(Fintype.card V : ℝ) / 2) =
      ((2 : ℝ) ^ Fintype.card V)⁻¹ := by
    rw [← Real.rpow_add two_pos,
      show -(Fintype.card V : ℝ) / 2 + -(Fintype.card V : ℝ) / 2 = -(Fintype.card V : ℝ) by ring,
      Real.rpow_neg (by norm_num), Real.rpow_natCast]
  unfold graphState
  generalize (2 : ℝ) ^ (-(Fintype.card V : ℝ) / 2) = c at h ⊢
  have hc : (c : ℂ) * c = ((2 : ℂ) ^ Fintype.card V)⁻¹ := by
    rw [← Complex.ofReal_mul, h]
    simp
  rw [map_mul, Complex.conj_ofReal, map_pow, map_neg, map_one, pow_add, ← hc]
  ring
```

For any two strings $x$ and $x'$,
$$\psi(x)\,\overline{\psi(x')} = 2^{-N}\,(-1)^{e(x)+e(x')} .$$
The amplitudes are real, so conjugation does nothing. The prefactors multiply to $2^{-N/2}\,2^{-N/2} = 2^{-N}$, which is the step `h` in the reals and `hc` in the complex numbers, and the exponents of $-1$ add by `pow_add`.

```lean
/-- The graph state is normalised. -/
theorem graphState_normalised : ∑ x, graphState G x * conj (graphState G x) = 1 := by
  have h : ∀ n : ℕ, (-1 : ℂ) ^ (n + n) = 1 := fun n => Even.neg_one_pow ⟨n, rfl⟩
  simp only [amp_mul_conj, h, mul_one, sum_const, card_univ, Fintype.card_fun,
    Fintype.card_fin, nsmul_eq_mul]
  push_cast
  exact mul_inv_cancel₀ (pow_ne_zero _ two_ne_zero)
```

The claim is $\sum_x \psi(x)\overline{\psi(x)} = 1$. With $x' = x$ the exponent $e(x)+e(x)$ is even, which `h` turns into the sign $+1$, so every term is $2^{-N}$. There are $2^N$ strings (`Fintype.card_fun`), and the product is 1.

```lean
/-- The weight `2^(-N)` times two to the number of vertices other than `v` equals `1/2`. -/
theorem weight (v : V) :
    ((2 : ℂ) ^ Fintype.card V)⁻¹ * 2 ^ Fintype.card {u // u ≠ v} = 1 / 2 := by
  have hcard : Fintype.card {u // u ≠ v} + 1 = Fintype.card V := by
    rw [Fintype.card_subtype, Finset.filter_ne', Finset.card_erase_add_one (mem_univ v),
      card_univ]
  rw [← hcard, pow_succ]
  field_simp
```

This is $2^{-N}\,2^{M} = 1/2$. The step `hcard` states $M + 1 = N$, so $2^N = 2^M\cdot 2$, and `field_simp` cancels $2^M$.

## The sum of signs

```lean
/-- The signs `(-1)^(number of neighbours set to 1)` sum to zero over the other qubits if `v`
has a neighbour, and to two to the number of other vertices if it has none. -/
theorem sum_sign (v : V) :
    ∑ y : {u // u ≠ v} → Fin 2, (-1 : ℂ) ^ litNeighbours G v y =
      if ∃ u, G.Adj v u then 0 else 2 ^ Fintype.card {u // u ≠ v} := by
  have h1 : ∀ y : {u // u ≠ v} → Fin 2, (-1 : ℂ) ^ litNeighbours G v y =
      ∏ u : {u // u ≠ v}, if G.Adj v u ∧ y u = 1 then (-1 : ℂ) else 1 := by
    intro y
    unfold litNeighbours
    rw [← Finset.prod_const, Finset.prod_filter]
  -- the sum factorises over the other vertices
  have h2 := Finset.prod_univ_sum (fun _ : {u // u ≠ v} => (univ : Finset (Fin 2)))
    (fun u a => if G.Adj v u ∧ a = 1 then (-1 : ℂ) else 1)
  rw [Fintype.piFinset_univ] at h2
  refine (sum_congr rfl fun y _ => h1 y).trans (h2.symm.trans ?_)
  by_cases h : ∃ u, G.Adj v u
  · rw [if_pos h]
    obtain ⟨u, hu⟩ := h
    exact Finset.prod_eq_zero (Finset.mem_univ (⟨u, hu.ne'⟩ : {u // u ≠ v}))
      (by simp [Fin.sum_univ_two, hu])
  · rw [if_neg h, ← card_univ, ← prod_const]
    refine prod_congr rfl fun u _ => ?_
    have hu : ¬ G.Adj v u := fun hu => h ⟨_, hu⟩
    simp [hu]
```

The expression `∃ u, G.Adj v u` reads "$v$ has a neighbour", and the right-hand side is a definition by cases:
$$\sum_y (-1)^{n(y)} = \begin{cases} 0 & \text{if } v \text{ has a neighbour,}\\ 2^{M} & \text{otherwise.}\end{cases}$$
Let $f_u(c)$, for a vertex $u \neq v$ and a bit $c$, be $-1$ if $u$ is adjacent to $v$ and $c = 1$, and $+1$ otherwise. Then $(-1)^{n(y)} = \prod_{u\ne v} f_u(y_u)$, which is `h1`. The bits $y_u$ are summed independently, so
$$\sum_y \prod_{u \ne v} f_u(y_u) = \prod_{u\ne v}\bigl(f_u(0) + f_u(1)\bigr),$$
which is `h2`, an instance of `Finset.prod_univ_sum`. A neighbour contributes the factor $1 - 1 = 0$, and one such factor is enough for `Finset.prod_eq_zero`. The term `hu.ne'` says that the neighbour differs from $v$, which is where this theorem uses the absence of loops; `activeEdges_flip` uses it as well, through `hab.ne`, since a loop at $v$ would add one more active edge when the bit of $v$ is flipped. If there is no neighbour, each of the $M$ factors is $1+1 = 2$.

## The four matrix entries

```lean
/-- Both diagonal entries of the reduced matrix of any vertex equal `1/2`. -/
theorem reduced_diag (v : V) (a : Fin 2) : reduced (graphState G) v a a = 1 / 2 := by
  have h : ∀ n : ℕ, (-1 : ℂ) ^ (n + n) = 1 := fun n => Even.neg_one_pow ⟨n, rfl⟩
  simp only [reduced, Matrix.of_apply, amp_mul_conj, h, mul_one, sum_const, card_univ,
    Fintype.card_fun, Fintype.card_fin, nsmul_eq_mul]
  rw [Nat.cast_pow, Nat.cast_ofNat, mul_comm]
  exact weight v
```

From here on $\rho$ is the reduced matrix of $v$ in the graph state. For either value of $a$,
$$\rho_{aa} = \sum_y 2^{-N}(-1)^{2e(a,y)} = 2^{M}\,2^{-N} = \tfrac12 .$$
The `simp only` line removes the even sign and counts the $2^M$ strings $y$, and `weight` finishes. These are the graph-independent populations of the opening.

```lean
/-- The off-diagonal entries of the reduced matrix vanish if the vertex has a neighbour and
equal `1/2` otherwise. -/
theorem reduced_offdiag (v : V) (a b : Fin 2) (hab : a ≠ b) :
    reduced (graphState G) v a b = if ∃ u, G.Adj v u then 0 else 1 / 2 := by
  have h : ∀ n : ℕ, (-1 : ℂ) ^ (n + n) = 1 := fun n => Even.neg_one_pow ⟨n, rfl⟩
  have hc : ∀ a b : Fin 2, a ≠ b → (a = 0 ∧ b = 1) ∨ (a = 1 ∧ b = 0) := by decide
  -- edges away from `v` enter twice and drop out of the sign
  have key : ∀ y, (-1 : ℂ) ^ (activeEdges G (glue v a y) + activeEdges G (glue v b y)) =
      (-1) ^ litNeighbours G v y := by
    intro y
    rcases hc a b hab with ⟨rfl, rfl⟩ | ⟨rfl, rfl⟩
    · rw [activeEdges_flip G v y, ← add_assoc, pow_add, h, one_mul]
    · rw [activeEdges_flip G v y, add_right_comm, pow_add, h, one_mul]
  simp only [reduced, Matrix.of_apply, amp_mul_conj, key]
  rw [← mul_sum, sum_sign]
  split_ifs
  · exact mul_zero _
  · exact weight v
```

The hypothesis `hab` is $a \ne b$, so by `hc` the pair $(a,b)$ is $(0,1)$ or $(1,0)$. In both cases the exponent is
$$e(0,y) + e(1,y) = 2e(0,y) + n(y)$$
by `activeEdges_flip`. The edges away from $v$ are counted twice and leave the sign unchanged, which is the step `key`. Then `mul_sum` pulls out the constant and `sum_sign` evaluates the rest:
$$\rho_{ab} = 2^{-N}\sum_y (-1)^{n(y)} = \begin{cases} 0 & \text{if } v \text{ has a neighbour,}\\ 2^{-N}2^{M} = \tfrac12 & \text{otherwise.}\end{cases}$$
The two bullets after `split_ifs` are these two cases.

## Mixed or pure

```lean
/-- The reduced matrix of a vertex of the graph state is `I/2` if and only if the vertex has
a neighbour. -/
theorem reduced_eq_half_one_iff (v : V) :
    reduced (graphState G) v = (1 / 2 : ℂ) • (1 : Matrix (Fin 2) (Fin 2) ℂ) ↔
      ∃ u, G.Adj v u := by
  constructor
  · intro h
    by_contra hn
    have h01 := congrFun (congrFun h 0) 1
    rw [reduced_offdiag G v 0 1 (by decide), if_neg hn] at h01
    simp at h01
  · intro h
    ext a b
    by_cases hab : a = b
    · rw [hab, reduced_diag]
      simp
    · rw [reduced_offdiag G v a b hab, if_pos h]
      simp [Matrix.one_apply_ne hab]
```

The `1` of matrix type is the identity $I$, the symbol `•` is multiplication by a scalar, and `↔` is "if and only if". For every finite simple graph and every vertex $v$, the statement is that $\rho = I/2$ exactly when $v$ has a neighbour. The tactic `constructor` splits the two directions. Suppose first that $\rho = I/2$ and, by `by_contra`, that $v$ has no neighbour. The step `h01` reads off the entry $(0,1)$, which is $1/2$ on the left and $0$ on the right, a contradiction. Conversely, given a neighbour, `ext a b` compares entries: $1/2$ on the diagonal and $0$ off it, on both sides.

```lean
/-- The reduced matrix of a vertex has all four entries equal to `1/2` if and only if the
vertex has no neighbour. -/
theorem reduced_isolated_iff (v : V) :
    reduced (graphState G) v = !![1 / 2, 1 / 2; 1 / 2, 1 / 2] ↔ ¬ ∃ u, G.Adj v u := by
  constructor
  · intro h hn
    have h01 := congrFun (congrFun h 0) 1
    rw [reduced_offdiag G v 0 1 (by decide), if_pos hn] at h01
    simp at h01
  · intro h
    have hall : ∀ a b, reduced (graphState G) v a b = 1 / 2 := by
      intro a b
      by_cases hab : a = b
      · rw [hab, reduced_diag]
      · rw [reduced_offdiag G v a b hab, if_neg h]
    ext a b
    rw [hall]
    fin_cases a <;> fin_cases b <;> simp
```

The notation `!![1 / 2, 1 / 2; 1 / 2, 1 / 2]` lists a matrix row by row, and `¬` is negation. The matrix with all entries $1/2$ is $|+\rangle\langle+|$, and $\rho$ equals it exactly when $v$ is isolated. If $\rho$ has this form and $v$ had a neighbour, the entry $(0,1)$ would give $0 = 1/2$. If $v$ has no neighbour, `hall` shows that all four entries are $1/2$. At $N = 1$ the sum over $y$ has a single term, the empty string, and $\psi = (1,1)/\sqrt2$ gives this matrix directly.

```lean
/-- The purity `tr ρ²` of a vertex is `1/2` if it has a neighbour and `1` otherwise. -/
theorem reduced_purity (v : V) :
    (reduced (graphState G) v * reduced (graphState G) v).trace =
      if ∃ u, G.Adj v u then 1 / 2 else 1 := by
  rw [Matrix.trace_fin_two]
  simp only [Matrix.mul_apply, Fin.sum_univ_two, reduced_diag]
  rw [reduced_offdiag G v 0 1 (by decide), reduced_offdiag G v 1 0 (by decide)]
  split_ifs <;> norm_num

end

end GraphStateMarginal
```

Writing out the trace of the product, as `Matrix.trace_fin_two` and `Matrix.mul_apply` do,
$$\operatorname{tr}\rho^2 = \rho_{00}^2 + \rho_{11}^2 + 2\rho_{01}\rho_{10} = \tfrac12 + 2\rho_{01}\rho_{10}.$$
With the off-diagonal entries inserted, the purity is $1/2$ for a vertex with a neighbour and $\tfrac12 + 2\cdot\tfrac14 = 1$ for an isolated one.

```lean
#print axioms GraphStateMarginal.graphState_normalised
#print axioms GraphStateMarginal.reduced_eq_half_one_iff
#print axioms GraphStateMarginal.reduced_isolated_iff
#print axioms GraphStateMarginal.reduced_purity
```

```
'GraphStateMarginal.graphState_normalised' depends on axioms: [propext, Classical.choice, Quot.sound]
'GraphStateMarginal.reduced_eq_half_one_iff' depends on axioms: [propext, Classical.choice, Quot.sound]
'GraphStateMarginal.reduced_isolated_iff' depends on axioms: [propext, Classical.choice, Quot.sound]
'GraphStateMarginal.reduced_purity' depends on axioms: [propext, Classical.choice, Quot.sound]
```

## Three qubits and one edge

Take vertices $p, q, r$ with the single edge $\{p,q\}$, and write strings as $x_p x_q x_r$. Every amplitude has modulus $1/\sqrt8 \approx 0.354$. It is negative for $110$ and $111$, where $e = 1$, and positive for the other six strings.

For $v = p$, let $y = x_q x_r$ run over $00, 01, 10, 11$. The amplitudes $\psi(0,y)$ have signs $+,+,+,+$ and $\psi(1,y)$ have signs $+,+,-,-$. Hence $\rho_{00} = \rho_{11} = 4/8 = 1/2$ and $\rho_{01} = \rho_{10} = (1+1-1-1)/8 = 0$. This is $I/2$, with purity $\tfrac14+\tfrac14 = \tfrac12$, and $q$ behaves in the same way.

For $v = r$, let $y = x_p x_q$ run over the same four strings. Both $\psi(0,y)$ and $\psi(1,y)$ have signs $+,+,+,-$. The minus sign of the edge $\{p,q\}$ appears in both factors and squares away, so every entry is $(1+1+1+1)/8 = 1/2$, and the purity is $4\cdot\tfrac14 = 1$.

For an ideal, noise-free graph state on finitely many qubits, $\rho = I/2$ means that the qubit is maximally entangled with the rest and that a projective measurement of it alone, in any orthonormal basis, gives both outcomes with equal probability. That reading, like the gate picture at the start, is standard physics laid over the theorems, which themselves speak of amplitudes, matrix entries and the trace of $\rho^2$.
